# For valence orbitals orthogonal to an orthonormal core, the Fock equation with Lagrange multipliers is the eigenvalue equation of QFQ

The 3s electron of sodium moves outside a core that already contains 1s and 2s orbitals. Its radial function \(P\) must stay orthogonal to theirs, and this constraint adds a Lagrange multiplier to the radial Hartree-Fock equation for each core orbital \(c_i\) of the same angular momentum:

\[
FP=\varepsilon P+\sum_i\lambda_i c_i .
\]

Here \(F\) is the Fock operator and \(\varepsilon\) the orbital energy. The \(\lambda_i\) are unknown at the start. Can they be eliminated, leaving an ordinary eigenvalue problem? For a fixed linear \(F\) they can: project the core out on both sides of \(F\). This can serve as one step of the self-consistency cycle in a frozen-core calculation, where the core orbitals are held fixed.

## Orbitals, core and projector

```lean
import Mathlib

open scoped InnerProductSpace

namespace RadialHartreeFock

noncomputable section

variable {E ι : Type*} [NormedAddCommGroup E] [InnerProductSpace ℝ E] [Fintype ι]
```

`E` is a real inner-product space whose vectors are the radial functions, with \(\langle P,P'\rangle=\int PP'\,dr\) in mind. The finite type `ι` labels the core orbitals with the same angular momentum as the valence orbital; the angular parts take care of the others. Lean writes the inner product as `⟪x, y⟫_ℝ`.

```lean
/-- The orbital `P` is orthogonal to every core orbital `c i`. -/
def CoreOrthogonal (c : ι → E) (P : E) : Prop := ∀ i, ⟪c i, P⟫_ℝ = 0
```

`CoreOrthogonal c P` says that \(\langle c_i,P\rangle=0\) for every \(i\).

```lean
/-- The valence equation `F P = ε P + ∑ i, lam i c i`, with one Lagrange multiplier
`lam i` for each core orbital. -/
def ValenceEquation (F : E →ₗ[ℝ] E) (c : ι → E) (ε : ℝ) (lam : ι → ℝ) (P : E) : Prop :=
  F P = ε • P + ∑ i, lam i • c i
```

This is the equation displayed above, with `lam i` for \(\lambda_i\); `•` multiplies a vector by a number. The type `E →ₗ[ℝ] E` makes `F` a linear map defined on all of `E`. A Fock matrix in a finite orthonormal basis fits this directly; a differential operator with a restricted domain does not. The dependence of \(F\) on the orbitals is frozen.

```lean
/-- The linear operator `Q x = x - ∑ i, ⟪c i, x⟫ c i`. For an orthonormal core it subtracts from an
orbital its components along the core orbitals. -/
def valenceProj (c : ι → E) : E →ₗ[ℝ] E where
  toFun x := x - ∑ i, ⟪c i, x⟫_ℝ • c i
  map_add' x y := by
    simp only [inner_add_right, add_smul, Finset.sum_add_distrib]
    abel
  map_smul' r x := by
    simp only [real_inner_smul_right, mul_smul, smul_sub, Finset.smul_sum, RingHom.id_apply]
```

This defines

\[
Qx=x-\sum_i\langle c_i,x\rangle c_i .
\]

The two further fields prove that \(Q\) is linear.

```lean
/-- The projected Fock operator `Q F Q`. -/
def projectedFock (F : E →ₗ[ℝ] E) (c : ι → E) : E →ₗ[ℝ] E :=
  valenceProj c ∘ₗ F ∘ₗ valenceProj c
```

The symbol `∘ₗ` composes linear maps, so this is \(QFQ\).

```lean
/-- For an orthonormal core, `Q` maps every orbital into the orthogonal complement
of the core. -/
theorem coreOrthogonal_valenceProj {c : ι → E} (hc : Orthonormal ℝ c) (x : E) :
    CoreOrthogonal c (valenceProj c x) := by
  intro i
  have key : ⟪c i, ∑ j, ⟪c j, x⟫_ℝ • c j⟫_ℝ = ⟪c i, x⟫_ℝ :=
    hc.inner_right_fintype (fun j => ⟪c j, x⟫_ℝ) i
  change ⟪c i, x - ∑ j, ⟪c j, x⟫_ℝ • c j⟫_ℝ = 0
  rw [inner_sub_right, key, sub_self]
```

The hypothesis `Orthonormal ℝ c` means \(\langle c_i,c_j\rangle=\delta_{ij}\). By hand,

\[
\langle c_i,Qx\rangle=\langle c_i,x\rangle-\sum_j\langle c_j,x\rangle\,\delta_{ij}=0 .
\]

The step `key` collapses the sum. Then `change` writes out the definition of \(Q\), and `rw` substitutes the known equalities.

```lean
/-- For an orthonormal core, `Q` leaves an orbital unchanged exactly when the orbital is
orthogonal to the core. -/
theorem valenceProj_eq_self_iff {c : ι → E} (hc : Orthonormal ℝ c) (x : E) :
    valenceProj c x = x ↔ CoreOrthogonal c x := by
  constructor
  · intro h
    have hx := coreOrthogonal_valenceProj hc x
    rwa [h] at hx
  · intro h
    change x - ∑ i, ⟪c i, x⟫_ℝ • c i = x
    have hs : ∑ i, ⟪c i, x⟫_ℝ • c i = 0 :=
      Finset.sum_eq_zero fun i _ => by rw [h i, zero_smul]
    rw [hs, sub_zero]
```

If \(Qx=x\), the previous theorem puts \(x\) in the complement of the core. Conversely, if every \(\langle c_i,x\rangle\) vanishes, nothing is subtracted. The two bullets are these two directions.

```lean
/-- If the Fock operator `F` is symmetric, so is the projected operator `Q F Q`. -/
theorem projectedFock_isSymmetric {F : E →ₗ[ℝ] E} (hF : F.IsSymmetric) (c : ι → E) :
    (projectedFock F c).IsSymmetric := by
  -- `Q` itself is symmetric, for any family `c`
  have hQ : ∀ x y : E, ⟪valenceProj c x, y⟫_ℝ = ⟪x, valenceProj c y⟫_ℝ := by
    intro x y
    change ⟪x - ∑ i, ⟪c i, x⟫_ℝ • c i, y⟫_ℝ = ⟪x, y - ∑ i, ⟪c i, y⟫_ℝ • c i⟫_ℝ
    rw [inner_sub_left, inner_sub_right, sum_inner, inner_sum]
    congr 1
    refine Finset.sum_congr rfl fun i _ => ?_
    rw [real_inner_smul_left, real_inner_smul_right, real_inner_comm (c i) x]
    ring
  intro x y
  change ⟪valenceProj c (F (valenceProj c x)), y⟫_ℝ
    = ⟪x, valenceProj c (F (valenceProj c y))⟫_ℝ
  exact (hQ _ _).trans ((hF _ _).trans (hQ _ _))
```

`F.IsSymmetric` means \(\langle Fx,y\rangle=\langle x,Fy\rangle\) for all \(x,y\). The operator \(Q\) is symmetric, whether or not the core is orthonormal, because

\[
\langle Qx,y\rangle=\langle x,y\rangle-\sum_i\langle c_i,x\rangle\langle c_i,y\rangle=\langle x,Qy\rangle ,
\]

which is `hQ`. The last line of the proof moves the three factors across one at a time:

\[
\langle QFQx,y\rangle=\langle FQx,Qy\rangle=\langle Qx,FQy\rangle=\langle x,QFQy\rangle .
\]

## Eliminating the multipliers

```lean
/-- For an orthonormal core and a solution `P` orthogonal to it, each Lagrange multiplier
is the matrix element of `F` between the core orbital and `P`. -/
theorem multiplier_eq {F : E →ₗ[ℝ] E} {c : ι → E} (hc : Orthonormal ℝ c) {ε : ℝ}
    {lam : ι → ℝ} {P : E} (hP : CoreOrthogonal c P) (h : ValenceEquation F c ε lam P)
    (i : ι) : lam i = ⟪c i, F P⟫_ℝ := by
  have h' : F P = ε • P + ∑ j, lam j • c j := h
  rw [h', inner_add_right, real_inner_smul_right, hP i, hc.inner_right_fintype lam i,
    mul_zero, zero_add]
```

Take the inner product of the valence equation with \(c_i\):

\[
\langle c_i,FP\rangle=\varepsilon\langle c_i,P\rangle+\sum_j\lambda_j\delta_{ij}=\lambda_i .
\]

The first term vanishes by `hP`. The single `rw` carries out this line, and symmetry of \(F\) is not used.

```lean
/-- For an orthonormal core and an orbital `P` orthogonal to it, the valence equation holds
with some Lagrange multipliers if and only if `Q F Q P = ε P`. -/
theorem valenceEquation_iff_projectedFock (F : E →ₗ[ℝ] E) {c : ι → E}
    (hc : Orthonormal ℝ c) (ε : ℝ) {P : E} (hP : CoreOrthogonal c P) :
    (∃ lam : ι → ℝ, ValenceEquation F c ε lam P) ↔ projectedFock F c P = ε • P := by
  -- on the complement of the core, `Q F Q` removes the core components of `F P`
  have key : projectedFock F c P = F P - ∑ i, ⟪c i, F P⟫_ℝ • c i := by
    change valenceProj c (F (valenceProj c P)) = _
    rw [(valenceProj_eq_self_iff hc P).2 hP]
    rfl
  rw [key]
  constructor
  · rintro ⟨lam, h⟩
    have hs : ∑ i, ⟪c i, F P⟫_ℝ • c i = ∑ i, lam i • c i :=
      Finset.sum_congr rfl fun i _ => by rw [multiplier_eq hc hP h i]
    rw [hs]
    exact sub_eq_of_eq_add h
  · intro h
    exact ⟨fun i => ⟪c i, F P⟫_ℝ, eq_add_of_sub_eq h⟩
```

The left side of `↔` says that some set of multipliers exists; the right side is \(QFQP=\varepsilon P\). Since \(P\) is orthogonal to the core, \(QP=P\), and therefore

\[
QFQP=QFP=FP-\sum_i\langle c_i,FP\rangle c_i .
\]

This is `key`. If the valence equation holds, the coefficients \(\langle c_i,FP\rangle\) are the \(\lambda_i\), and the subtraction leaves \(\varepsilon P\). If instead \(QFQP=\varepsilon P\), moving the sum to the other side gives the valence equation with \(\lambda_i=\langle c_i,FP\rangle\).

With an empty core, \(Q\) is the identity and both sides read \(FP=\varepsilon P\).

```lean
/-- For a symmetric Fock operator, two solutions of the valence equation that are orthogonal
to the core and have different `ε` are orthogonal to each other. -/
theorem valence_orthogonal {F : E →ₗ[ℝ] E} (hF : F.IsSymmetric) {c : ι → E} {ε ε' : ℝ}
    {lam lam' : ι → ℝ} {P P' : E} (hP : CoreOrthogonal c P) (hP' : CoreOrthogonal c P')
    (h : ValenceEquation F c ε lam P) (h' : ValenceEquation F c ε' lam' P')
    (hne : ε ≠ ε') : ⟪P, P'⟫_ℝ = 0 := by
  -- the core terms drop out of both matrix elements
  have h1 : ⟪F P, P'⟫_ℝ = ε * ⟪P, P'⟫_ℝ := by
    have e : F P = ε • P + ∑ i, lam i • c i := h
    have hs : ∑ i, ⟪lam i • c i, P'⟫_ℝ = 0 :=
      Finset.sum_eq_zero fun i _ => by rw [real_inner_smul_left, hP' i, mul_zero]
    rw [e, inner_add_left, real_inner_smul_left, sum_inner, hs, add_zero]
  have h2 : ⟪P, F P'⟫_ℝ = ε' * ⟪P, P'⟫_ℝ := by
    have e : F P' = ε' • P' + ∑ i, lam' i • c i := h'
    have hs : ∑ i, ⟪P, lam' i • c i⟫_ℝ = 0 :=
      Finset.sum_eq_zero fun i _ => by
        rw [real_inner_smul_right, real_inner_comm (c i) P, hP i, mul_zero]
    rw [e, inner_add_right, real_inner_smul_right, inner_sum, hs, add_zero]
  have h3 : ⟪F P, P'⟫_ℝ = ⟪P, F P'⟫_ℝ := hF P P'
  have h4 : (ε - ε') * ⟪P, P'⟫_ℝ = 0 := by linear_combination h3 - h1 + h2
  exact (mul_eq_zero.mp h4).resolve_left (sub_ne_zero.mpr hne)
```

Let \(P\) and \(P'\) solve the equation for the same symmetric \(F\), with energies \(\varepsilon\ne\varepsilon'\). Both are orthogonal to the core, so the core terms drop out:

\[
\langle FP,P'\rangle=\varepsilon\langle P,P'\rangle,\qquad
\langle P,FP'\rangle=\varepsilon'\langle P,P'\rangle .
\]

These are `h1` and `h2`. Symmetry, `h3`, equates the left sides, so \((\varepsilon-\varepsilon')\langle P,P'\rangle=0\), and the first factor is not zero. Orbitals computed with two different Fock operators are not covered.

```lean
/-- If a symmetric `F` maps each orbital of an orthonormal core into the span of the core,
a solution of the valence equation orthogonal to the core satisfies `F P = ε P`. -/
theorem eigenvector_of_invariant_core {F : E →ₗ[ℝ] E} (hF : F.IsSymmetric) {c : ι → E}
    (hc : Orthonormal ℝ c) {e : ι → ι → ℝ} (hcore : ∀ i, F (c i) = ∑ j, e i j • c j)
    {ε : ℝ} {lam : ι → ℝ} {P : E} (hP : CoreOrthogonal c P)
    (h : ValenceEquation F c ε lam P) : F P = ε • P := by
  have hl : ∀ i, lam i = 0 := by
    intro i
    have hs : ⟪F (c i), P⟫_ℝ = ⟪c i, F P⟫_ℝ := hF (c i) P
    rw [multiplier_eq hc hP h i, ← hs, hcore i, sum_inner]
    exact Finset.sum_eq_zero fun j _ => by rw [real_inner_smul_left, hP j, mul_zero]
  have h' : F P = ε • P + ∑ i, lam i • c i := h
  rw [h', Finset.sum_eq_zero fun i _ => by rw [hl i, zero_smul], add_zero]
```

Suppose the core is closed under \(F\), that is, \(Fc_i=\sum_j e_{ij}c_j\), as when the core orbitals are eigenvectors of this same \(F\). Then

\[
\lambda_i=\langle c_i,FP\rangle=\langle Fc_i,P\rangle=\sum_j e_{ij}\langle c_j,P\rangle=0 ,
\]

and the valence equation reduces to \(FP=\varepsilon P\).

## Core orbitals at eigenvalue zero

```lean
/-- For an orthonormal core, a solution of `Q F Q P = ε P` with `ε ≠ 0` is orthogonal
to the core. -/
theorem coreOrthogonal_of_projectedFock {F : E →ₗ[ℝ] E} {c : ι → E}
    (hc : Orthonormal ℝ c) {ε : ℝ} (hε : ε ≠ 0) {P : E}
    (h : projectedFock F c P = ε • P) : CoreOrthogonal c P := by
  intro i
  have h0 : ⟪c i, projectedFock F c P⟫_ℝ = 0 :=
    coreOrthogonal_valenceProj hc (F (valenceProj c P)) i
  rw [h, real_inner_smul_right] at h0
  exact (mul_eq_zero.mp h0).resolve_left hε
```

The output of \(QFQ\) is always orthogonal to the core, so \(QFQP=\varepsilon P\) gives \(\varepsilon\langle c_i,P\rangle=0\). For \(\varepsilon\neq0\) the orthogonality need not be imposed separately.

```lean
/-- The projected Fock operator sends every orbital of an orthonormal core to zero. -/
theorem projectedFock_core (F : E →ₗ[ℝ] E) {c : ι → E} (hc : Orthonormal ℝ c) (j : ι) :
    projectedFock F c (c j) = 0 := by
  classical
  have h : valenceProj c (c j) = 0 := by
    change c j - ∑ i, ⟪c i, c j⟫_ℝ • c i = 0
    simp [orthonormal_iff_ite.mp hc]
  change valenceProj c (F (valenceProj c (c j))) = 0
  rw [h, map_zero, map_zero]
```

Orthonormality gives \(Qc_j=c_j-c_j=0\), hence \(QFQc_j=0\). The core orbitals are thus eigenvectors with eigenvalue zero, which is why the previous theorem needs \(\varepsilon\neq0\).

In a program with an orthonormal basis and the core coefficients in the columns of \(C\), one can form \(Q=1-CC^{\mathsf T}\) and diagonalise \(QFQ\). The core then appears as spurious zeros. Adding \(\sigma CC^{\mathsf T}\) shifts them to a chosen value \(\sigma\), away from the valence levels.

## Two valence orbitals with nonzero multipliers

```lean
/-- A model Fock operator on three basis orbitals, coupling the first to the other two. -/
def modelFock : EuclideanSpace ℝ (Fin 3) →ₗ[ℝ] EuclideanSpace ℝ (Fin 3) where
  toFun x := !₂[x 1 + x 2, x 0 + x 1, x 0 + 2 * x 2]
  map_add' x y := by
    ext i
    fin_cases i <;> simp <;> ring
  map_smul' r x := by
    ext i
    fin_cases i <;> simp <;> ring
```

Counting components from zero, as Lean does, this is the matrix

\[
F=\begin{pmatrix}0&1&1\\1&1&0\\1&0&2\end{pmatrix}.
\]

```lean
/-- The model core: the first basis orbital alone. -/
def modelCore : Fin 1 → EuclideanSpace ℝ (Fin 3) := fun _ => !₂[(1 : ℝ), 0, 0]
```

The core is the single unit vector \(e_0=(1,0,0)\).

```lean
/-- The model Fock operator is symmetric, the model core is orthonormal, and the other two
basis orbitals solve the valence equation with `ε = 1` and `ε = 2`, both with multiplier 1. -/
theorem valenceEquation_witness :
    modelFock.IsSymmetric ∧ Orthonormal ℝ modelCore ∧
    CoreOrthogonal modelCore !₂[(0 : ℝ), 1, 0] ∧
    CoreOrthogonal modelCore !₂[(0 : ℝ), 0, 1] ∧
    ValenceEquation modelFock modelCore 1 (fun _ => 1) !₂[(0 : ℝ), 1, 0] ∧
    ValenceEquation modelFock modelCore 2 (fun _ => 1) !₂[(0 : ℝ), 0, 1] := by
  refine ⟨?_, ?_, ?_, ?_, ?_, ?_⟩
  · intro x y
    simp [modelFock, PiLp.inner_apply, Fin.sum_univ_three]
    ring
  · rw [orthonormal_iff_ite]
    intro i j
    rw [if_pos (Subsingleton.elim i j)]
    simp [modelCore, EuclideanSpace.norm_eq, Fin.sum_univ_three]
  · intro i
    simp [modelCore, PiLp.inner_apply, Fin.sum_univ_three]
  · intro i
    simp [modelCore, PiLp.inner_apply, Fin.sum_univ_three]
  · unfold ValenceEquation
    ext i
    fin_cases i <;> simp [modelFock, modelCore]
  · unfold ValenceEquation
    ext i
    fin_cases i <;> simp [modelFock, modelCore]

end

end RadialHartreeFock
```

The theorem collects six checks: \(F\) is symmetric, the core is orthonormal, \(e_1\) and \(e_2\) are orthogonal to it, and

\[
Fe_1=e_1+e_0,\qquad Fe_2=2e_2+e_0 .
\]

Each check is done by components. Neither \(e_1\) nor \(e_2\) is an eigenvector of \(F\), yet both are valence solutions, with energies 1 and 2 and multiplier 1. The projected matrix \(QFQ\) is \(\mathrm{diag}(0,1,2)\), with the core at zero.

```lean
#print axioms RadialHartreeFock.valenceEquation_iff_projectedFock
#print axioms RadialHartreeFock.eigenvector_of_invariant_core
#print axioms RadialHartreeFock.coreOrthogonal_of_projectedFock
#print axioms RadialHartreeFock.projectedFock_core
```

```
'RadialHartreeFock.valenceEquation_iff_projectedFock' depends on axioms: [propext, Classical.choice, Quot.sound]
'RadialHartreeFock.eigenvector_of_invariant_core' depends on axioms: [propext, Classical.choice, Quot.sound]
'RadialHartreeFock.coreOrthogonal_of_projectedFock' depends on axioms: [propext, Classical.choice, Quot.sound]
'RadialHartreeFock.projectedFock_core' depends on axioms: [propext, Classical.choice, Quot.sound]
```
